# Canonical ideal Bose gas in finitely many modes: the partition-function recursion from occupation probabilities

I have a small cloud of non-interacting bosonic atoms in a trap, with a fixed number N of atoms at one temperature, and I want to know how many of them sit in the lowest level. Because N is fixed, the level occupations are not independent, so I can't treat each level separately as in the grand canonical ensemble. I was given this recursion for the partition function:

N Z_N = Σ_(k=1..N) z(k b) Z_(N-k)

Here b is the inverse temperature and z is the partition function of a single atom. The numbers come out right, but I don't understand the formula. My gas has one temperature, so why does it contain single atoms at inverse temperatures 2b, 3b and so on? And can I get the occupation of one level from the same quantities?

## The factor z(k b) comes from k bosons sharing a mode

There is no second temperature. The factor exp(-k b e_j) is the Boltzmann factor of k bosons in the same mode j, all at inverse temperature b. Summed over j, it has the same form as a one-particle partition function at k b. The same argument gives the full distribution of each occupation.

Let the modes have energies e_j. A configuration n is a list of occupation numbers n_j with Σ_j n_j = N. Its weight and the partition function are

w(n) = exp(-b Σ_i n_i e_i)

Z_N = Σ_n w(n)

Each list is counted once, so no factor N! appears. In particular Z_0 = 1, from the empty configuration. The letter k is always a particle count, not Boltzmann's constant.

**Adding particles.** Put k more bosons into mode j. The energy rises by k e_j, so the weight is multiplied by exp(-k b e_j).

**Tail probability.** Take k ≤ N. Adding k bosons to mode j turns each configuration of N-k bosons into one of N bosons with n_j ≥ k. Removing them again reverses this, so every such N-boson configuration is reached exactly once. Therefore

Σ_(n with n_j ≥ k) w(n) = exp(-k b e_j) Z_(N-k)

and, after division by Z_N,

P_N(n_j ≥ k) = exp(-k b e_j) Z_(N-k) / Z_N

For k < N, the probability of exactly k bosons is this tail minus the tail at k+1. For k = N, "at least N" already means "exactly N".

**Mean occupation.** The number n_j equals the number of integers k from 1 to N with k ≤ n_j. Weighting by w(n) and exchanging the two sums gives

Σ_n n_j w(n) = Σ_(k=1..N) exp(-k b e_j) Z_(N-k)

Divided by Z_N, this is the mean occupation, which I call m_j(N).

**Sum over modes.** On the left, Σ_j n_j = N in every configuration, which leaves N Z_N. On the right, Σ_j exp(-k b e_j) = z(k b). This is your recursion.

**One more particle.** In the mean-occupation sum for N+1 bosons, the k = 1 term is exp(-b e_j) Z_N. For k from 1 to N, its term number k+1 equals exp(-b e_j) times term number k of the sum for N bosons. Hence

m_j(N+1) = exp(-b e_j) (Z_N / Z_(N+1)) (1 + m_j(N))

With m_j(0) = 0, this gives the occupation of your lowest level step by step.

## Two bosons in two modes

Take energies e_1 = 0 and e_2, with exp(-b e_2) = 1/2 and b > 0. Then z(b) = 3/2 and z(2b) = 1 + 1/4 = 5/4. Starting from Z_0 = 1, the recursion gives Z_1 = 3/2 and

2 Z_2 = (3/2)(3/2) + 5/4 = 7/2

so Z_2 = 7/4. Direct counting agrees: the configurations (2,0), (1,1) and (0,2) have weights 1, 1/2 and 1/4.

For the lower mode, the probability of at least one boson is Z_1/Z_2 = 6/7, and that of two is Z_0/Z_2 = 4/7. Exactly one boson has probability 2/7. The mean occupation is 6/7 + 4/7 = 10/7. The step from one boson gives the same value, since m_1(1) = 2/3 and (6/7)(1 + 2/3) = 10/7.

## What the Lean definitions and theorems say

The derivation is formalised in the Lean code below. The finite type `ι` labels the modes, and degenerate levels are separate modes with equal energies. The function `e : ι → ℝ` gives the energies, and `b` is the inverse temperature usually written β. Both may take any real values, including negative ones.

- `configs ι N` is the finite set of functions `ι → ℕ` whose values add up to `N`.
- `weight b e n` is w(n), `canonicalZ b e N` is Z_N, and `singleZ b e` is z(b).
- `prob b e N P` is the total weight of the configurations satisfying `P`, divided by Z_N.
- `meanOcc b e N j` is m_j(N).

The theorem `prob_at_least` states the tail formula for every mode `j` and every `k ≤ N`. That condition matters because subtraction of natural numbers in Lean stops at zero; for k > N the true probability is 0. The presence of `j` means that a mode exists, so Z_N is positive by `canonicalZ_pos` and the quotient is a genuine probability. `prob_exactly` treats k < N, and `meanOcc_succ` is the step from N to N+1.

The theorem `partition_recursion` is your formula. It assumes neither N ≥ 1 nor the existence of a mode: for N = 0 both sides vanish, and without modes they vanish for every N.

Additive energies are built into `weight`, so interactions are excluded. The number of modes is finite, so for a trap with an infinite ladder of levels the theorems cover only a truncated set of levels, and no limit is taken. The recursion itself also holds for infinitely many modes if z(b) is finite, because all terms are positive and the sums can be rearranged in the same way, but that case is not proved here. The step from quantum mechanics to this model is the identification of Z_N with the trace of exp(-bH) over symmetric N-particle states. It relies on the occupation-number states being an eigenbasis of the non-interacting Hamiltonian H, and here the resulting sum is taken as the definition.

For non-interacting bosons in a finite set of modes, these formulas provide reference values for a simulation at fixed particle number.

```lean
import Mathlib

open Finset

namespace CanonicalBoseGas

noncomputable section

variable {ι : Type*} [Fintype ι] [DecidableEq ι]

/-- The configurations of `N` bosons: occupation numbers of the modes that add up to `N`. -/
def configs (ι : Type*) [Fintype ι] [DecidableEq ι] (N : ℕ) : Finset (ι → ℕ) :=
  Finset.piAntidiag Finset.univ N

/-- The Boltzmann weight `exp (-b E)` of a configuration with energy `E = ∑ n_i e_i`. -/
def weight (b : ℝ) (e : ι → ℝ) (n : ι → ℕ) : ℝ :=
  Real.exp (-b * ∑ i, (n i : ℝ) * e i)

/-- The canonical partition function `Z_N` of `N` bosons. -/
def canonicalZ (b : ℝ) (e : ι → ℝ) (N : ℕ) : ℝ :=
  ∑ n ∈ configs ι N, weight b e n

/-- The one-particle partition function `z(b) = ∑ exp (-b e_j)`. -/
def singleZ (b : ℝ) (e : ι → ℝ) : ℝ :=
  ∑ j, Real.exp (-(b * e j))

/-- The canonical probability of an event `P` for `N` bosons in at least one mode. -/
def prob (b : ℝ) (e : ι → ℝ) (N : ℕ) (P : (ι → ℕ) → Prop) [DecidablePred P] : ℝ :=
  (∑ n ∈ (configs ι N).filter P, weight b e n) / canonicalZ b e N

/-- The canonical mean occupation of mode `j` for `N` bosons. -/
def meanOcc (b : ℝ) (e : ι → ℝ) (N : ℕ) (j : ι) : ℝ :=
  (∑ n ∈ configs ι N, (n j : ℝ) * weight b e n) / canonicalZ b e N

/-- A configuration belongs to `N` bosons exactly when its occupation numbers sum to `N`. -/
theorem mem_configs {N : ℕ} {n : ι → ℕ} : n ∈ configs ι N ↔ ∑ i, n i = N := by
  simp [configs, Finset.mem_piAntidiag]

/-- With at least one mode, the canonical partition function is positive. -/
theorem canonicalZ_pos [Nonempty ι] (b : ℝ) (e : ι → ℝ) (N : ℕ) :
    0 < canonicalZ b e N :=
  Finset.sum_pos (fun _ _ => Real.exp_pos _)
    ⟨Pi.single (Classical.arbitrary ι) N, mem_configs.mpr (by simp [Pi.single_apply])⟩

/-- Adding `k` bosons to mode `j` multiplies the Boltzmann weight by `exp (-k b e_j)`. -/
theorem weight_add_single (b : ℝ) (e : ι → ℝ) (n : ι → ℕ) (j : ι) (k : ℕ) :
    weight b e (n + Pi.single j k) = Real.exp (-(k * b * e j)) * weight b e n := by
  have hs : ∑ i, ((Pi.single j k : ι → ℕ) i : ℝ) * e i = k * e j := by
    rw [Finset.sum_eq_single j]
    · simp
    · intro i _ hi
      simp [Pi.single_eq_of_ne hi]
    · simp
  have h : ∑ i, ((n + Pi.single j k : ι → ℕ) i : ℝ) * e i
      = ∑ i, (n i : ℝ) * e i + k * e j := by
    simp only [Pi.add_apply, Nat.cast_add, add_mul, Finset.sum_add_distrib, hs]
  unfold weight
  rw [h, ← Real.exp_add]
  congr 1
  ring

/-- For `k ≤ N`, the configurations with at least `k` of the `N` bosons in mode `j` have
total weight `exp (-k b e_j) Z_(N-k)`. -/
theorem tail_sum (b : ℝ) (e : ι → ℝ) (j : ι) {k N : ℕ} (hk : k ≤ N) :
    ∑ n ∈ (configs ι N).filter (fun n => k ≤ n j), weight b e n
      = Real.exp (-(k * b * e j)) * canonicalZ b e (N - k) := by
  have hs : ∑ i, (Pi.single j k : ι → ℕ) i = k := by simp [Pi.single_apply]
  -- if mode j holds at least k particles, removing k of them and putting them back restores n
  have hc : ∀ n : ι → ℕ, k ≤ n j → n - Pi.single j k + Pi.single j k = n := by
    intro n hn
    funext i
    rcases eq_or_ne i j with rfl | h
    · simp [Nat.sub_add_cancel hn]
    · simp [h]
  unfold canonicalZ
  rw [Finset.mul_sum]
  symm
  refine Finset.sum_bij' (fun n _ => n + Pi.single j k) (fun n _ => n - Pi.single j k)
    ?_ ?_ ?_ ?_ ?_
  · intro n hn
    have hn' := mem_configs.mp hn
    refine Finset.mem_filter.mpr ⟨mem_configs.mpr ?_, ?_⟩
    · simp only [Pi.add_apply, Finset.sum_add_distrib, hs, hn']
      omega
    · simp
  · intro n hn
    obtain ⟨h1, h2⟩ := Finset.mem_filter.mp hn
    have h3 := mem_configs.mp h1
    have h4 := congrArg (fun m : ι → ℕ => ∑ i, m i) (hc n h2)
    simp only [Pi.add_apply, Finset.sum_add_distrib, hs] at h4
    refine mem_configs.mpr ?_

    omega
  · intro n _
    funext i
    simp
  · intro n hn
    exact hc n (Finset.mem_filter.mp hn).2
  · intro n _
    exact (weight_add_single b e n j k).symm

/-- The canonical probability that mode `j` holds at least `k ≤ N` of the `N` bosons is
`exp (-k b e_j) Z_(N-k) / Z_N`. -/
theorem prob_at_least (b : ℝ) (e : ι → ℝ) (j : ι) {k N : ℕ} (hk : k ≤ N) :
    prob b e N (fun n => k ≤ n j)
      = Real.exp (-(k * b * e j)) * canonicalZ b e (N - k) / canonicalZ b e N :=
  congrArg (fun x => x / canonicalZ b e N) (tail_sum b e j hk)

/-- The probability that mode `j` holds exactly `k < N` of the `N` bosons is the difference
of two consecutive tail probabilities. -/
theorem prob_exactly (b : ℝ) (e : ι → ℝ) (j : ι) {k N : ℕ} (hk : k < N) :
    prob b e N (fun n => n j = k)
      = (Real.exp (-(k * b * e j)) * canonicalZ b e (N - k)
          - Real.exp (-((k + 1) * b * e j)) * canonicalZ b e (N - (k + 1)))
        / canonicalZ b e N := by
  have h0 := tail_sum b e j hk.le
  have h1 := tail_sum b e j (Nat.succ_le_of_lt hk)
  -- "at least k" splits into "exactly k" and "at least k + 1"
  have hsplit : ∑ n ∈ (configs ι N).filter (fun n => k ≤ n j), weight b e n
      = ∑ n ∈ (configs ι N).filter (fun n => n j = k), weight b e n
        + ∑ n ∈ (configs ι N).filter (fun n => k + 1 ≤ n j), weight b e n := by
    simp only [Finset.sum_filter]
    rw [← Finset.sum_add_distrib]
    refine Finset.sum_congr rfl fun n _ => ?_
    split_ifs <;> first | omega | simp
  rw [h0] at hsplit
  simp only [Nat.succ_eq_add_one, Nat.cast_add, Nat.cast_one] at h1
  rw [h1] at hsplit
  exact congrArg (fun x => x / canonicalZ b e N) (eq_sub_of_add_eq hsplit.symm)

/-- The weighted sum of the occupation of mode `j` is the sum over `k = 1..N` of
`exp (-k b e_j) Z_(N-k)`. -/
theorem occupation_sum (b : ℝ) (e : ι → ℝ) (N : ℕ) (j : ι) :
    ∑ n ∈ configs ι N, (n j : ℝ) * weight b e n
      = ∑ k ∈ Icc 1 N, Real.exp (-(k * b * e j)) * canonicalZ b e (N - k) := by
  calc ∑ n ∈ configs ι N, (n j : ℝ) * weight b e n
      = ∑ n ∈ configs ι N, ∑ k ∈ Icc 1 N, if k ≤ n j then weight b e n else 0 := by
        -- n_j is the number of integers k from 1 to N with k ≤ n_j
        refine Finset.sum_congr rfl fun n hn => ?_
        have hle : n j ≤ N := (Finset.single_le_sum (f := n)
          (fun i _ => Nat.zero_le _) (Finset.mem_univ j)).trans_eq (mem_configs.mp hn)
        have hf : (Icc 1 N).filter (fun k => k ≤ n j) = Icc 1 (n j) := by
          ext k
          simp only [Finset.mem_filter, Finset.mem_Icc]
          omega
        rw [← Finset.sum_filter, hf]
        simp
    _ = ∑ k ∈ Icc 1 N, ∑ n ∈ configs ι N, if k ≤ n j then weight b e n else 0 :=
        Finset.sum_comm
    _ = _ := by
        refine Finset.sum_congr rfl fun k hk => ?_
        rw [← Finset.sum_filter, tail_sum b e j (Finset.mem_Icc.mp hk).2]

/-- The recursion for the canonical partition function of the ideal Bose gas:
`N Z_N` is the sum over `k = 1..N` of `z(k b) Z_(N-k)`. -/
theorem partition_recursion (b : ℝ) (e : ι → ℝ) (N : ℕ) :
    (N : ℝ) * canonicalZ b e N
      = ∑ k ∈ Icc 1 N, singleZ (k * b) e * canonicalZ b e (N - k) := by
  -- the occupations of all modes add up to N
  have h : (N : ℝ) * canonicalZ b e N
      = ∑ j, ∑ n ∈ configs ι N, (n j : ℝ) * weight b e n := by
    rw [Finset.sum_comm, canonicalZ, Finset.mul_sum]
    refine Finset.sum_congr rfl fun n hn => ?_
    rw [← Finset.sum_mul, ← Nat.cast_sum, mem_configs.mp hn]
  rw [h, Finset.sum_congr rfl fun j _ => occupation_sum b e N j, Finset.sum_comm]
  refine Finset.sum_congr rfl fun k _ => ?_
  rw [singleZ, Finset.sum_mul]

/-- The mean occupation of mode `j` for `N + 1` bosons follows from that for `N` bosons:
it is `exp (-b e_j) (Z_N / Z_(N+1))` times one plus the mean occupation for `N`. -/
theorem meanOcc_succ (b : ℝ) (e : ι → ℝ) (N : ℕ) (j : ι) :
    meanOcc b e (N + 1) j
      = Real.exp (-(b * e j)) * (canonicalZ b e N / canonicalZ b e (N + 1))
        * (1 + meanOcc b e N j) := by
  have : Nonempty ι := ⟨j⟩
  have hN := (canonicalZ_pos b e N).ne'
  have hN1 := (canonicalZ_pos b e (N + 1)).ne'
  have shift : ∀ (f : ℕ → ℝ) (M : ℕ), ∑ k ∈ Icc 1 M, f k = ∑ k ∈ range M, f (k + 1) := by
    intro f M
    induction M with
    | zero => simp
    | succ M ih => rw [Finset.sum_Icc_succ_top (by omega), Finset.sum_range_succ, ih]
  -- split off k = 1 and take one factor exp (-b e_j) out of the other terms
  have key : ∑ n ∈ configs ι (N + 1), (n j : ℝ) * weight b e n
      = Real.exp (-(b * e j))
        * (canonicalZ b e N + ∑ n ∈ configs ι N, (n j : ℝ) * weight b e n) := by
    rw [occupation_sum, occupation_sum, shift, shift, Finset.sum_range_succ', mul_add,
      Finset.mul_sum, add_comm]
    congr 1
    · simp
    · refine Finset.sum_congr rfl fun k _ => ?_
      rw [Nat.add_sub_add_right, ← mul_assoc, ← Real.exp_add]
      congr 2
      push_cast
      ring
  unfold meanOcc
  rw [key]
  field_simp

end

end CanonicalBoseGas
```

```lean
#print axioms CanonicalBoseGas.prob_at_least
#print axioms CanonicalBoseGas.prob_exactly
#print axioms CanonicalBoseGas.partition_recursion
#print axioms CanonicalBoseGas.meanOcc_succ
```

```
'CanonicalBoseGas.prob_at_least' depends on axioms: [propext, Classical.choice, Quot.sound]
'CanonicalBoseGas.prob_exactly' depends on axioms: [propext, Classical.choice, Quot.sound]
'CanonicalBoseGas.partition_recursion' depends on axioms: [propext, Classical.choice, Quot.sound]
'CanonicalBoseGas.meanOcc_succ' depends on axioms: [propext, Classical.choice, Quot.sound]
```

## From the bijection to the recursion in Lean

`mem_configs` translates membership in `configs` into the condition Σ n_i = N. For `canonicalZ_pos`, all N bosons are placed in one mode, which shows that there is at least one configuration; every weight is an exponential and hence positive.

In `weight_add_single`, `Pi.single j k` is the configuration with k bosons in mode j and none elsewhere. The proof computes its energy k e_j, adds it to the energy of n, and uses `Real.exp_add` to combine the two exponentials on the right-hand side into one.

The bijection is in `tail_sum`. The lemma `Finset.sum_bij'` is applied with two maps, adding and subtracting `Pi.single j k`, which leaves five goals. The first two say that each map lands in the right set of configurations. The next two say that the maps undo each other, and the last is the weight factor from `weight_add_single`. The auxiliary statement `hc` says that removing k bosons and putting them back restores n, which holds because k ≤ n_j.

Dividing by Z_N gives `prob_at_least`. For `prob_exactly`, the statement `hsplit` separates "at least k" into "exactly k" and "at least k+1", checking each configuration by cases. The two tails are then inserted and subtracted.

`occupation_sum` is the counting argument. It first shows n_j ≤ N, then that the integers in `Icc 1 N` with k ≤ n_j are exactly those in `Icc 1 (n j)`, of which there are n_j. `Finset.sum_comm` exchanges the sums over configurations and over k, and `tail_sum` evaluates the inner one.

In `partition_recursion`, the statement `h` writes N Z_N as the sum over modes of the weighted occupations. After `occupation_sum` is inserted, a second exchange of sums brings the sum over modes inside, where it becomes `singleZ (k * b) e`.

For `meanOcc_succ`, `shift` renumbers the sums to start at zero, and `Finset.sum_range_succ'` splits off the k = 1 term. The statement `key` is the resulting identity before normalisation. Since Z_N and Z_(N+1) are nonzero, `field_simp` completes the division.
